# The integral of exp(−x²) from 0 to 1 lies between 0.7465 and 0.7470

The theorem states that the integral of exp(−x²) over the interval from 0 to 1 is strictly greater than 0.7465 and strictly less than 0.7470. In electronic-structure theory this number is the zeroth-order Boys function at argument 1, a function that occurs in Coulomb integrals over Gaussian orbitals; the file itself states only the numerical bounds. The proof replaces the exponential by its Taylor polynomial of degree ten in x, with an error of at most 7/4320 · x¹² on the interval. Subtracting or adding that error gives a polynomial below or above the integrand, and integrating these polynomials exactly gives the two bounds.

The first attempt, which Lean rejects:

```lean
import Mathlib

open MeasureTheory
open scoped Real

namespace GaussianIntegralBounds

noncomputable section

/-- The integral of `exp(-x²)` over `[0,1]` lies between 0.7465 and 0.7470. -/
theorem gaussian_integral_bounds : 0.7465 < ∫ x in (0 : ℝ)..1, Real.exp (-x ^ 2) ∧
    ∫ x in (0 : ℝ)..1, Real.exp (-x ^ 2) < 0.7470 := by
  have hP : ∀ c : ℝ, ∫ x in (0 : ℝ)..1,
      (1 - x ^ 2 + x ^ 4 / 2 - x ^ 6 / 6 + x ^ 8 / 24 - x ^ 10 / 120 + c * x ^ 12)
      = 1 - 1 / 3 + 1 / 10 - 1 / 42 + 1 / 216 - 1 / 1320 + c / 13 := by
    intro c
    rw [intervalIntegral.integral_eq_sub_of_hasDerivAt (f := fun x : ℝ => x - x ^ 3 / 3
      + x ^ 5 / 10 - x ^ 7 / 42 + x ^ 9 / 216 - x ^ 11 / 1320 + c * x ^ 13 / 13)
      (fun x _ => ?_) (Continuous.intervalIntegrable (by fun_prop) _ _)]
    · norm_num
    · exact (((((((hasDerivAt_id' x).fun_sub ((hasDerivAt_pow 3 x).div_const 3)).fun_add
        ((hasDerivAt_pow 5 x).div_const 10)).fun_sub ((hasDerivAt_pow 7 x).div_const 42)).fun_add
        ((hasDerivAt_pow 9 x).div_const 216)).fun_sub
        ((hasDerivAt_pow 11 x).div_const 1320)).fun_add
        (((hasDerivAt_pow 13 x).const_mul c).div_const 13)).congr_deriv (by
          simp only [Nat.cast_ofNat, Nat.reduceSub]
          ring)
  -- Taylor estimate of the exponential with remainder
  have hT : ∀ x ∈ Set.Icc (0 : ℝ) 1, |Real.exp (-x ^ 2) -
      (1 - x ^ 2 + x ^ 4 / 2 - x ^ 6 / 6 + x ^ 8 / 24 - x ^ 10 / 120)| ≤ 7 / 4320 * x ^ 12 := by
    intro x hx
    have hx1 : |-x ^ 2| ≤ 1 := by
      rw [abs_neg, abs_of_nonneg (sq_nonneg x)]
      exact pow_le_one₀ hx.1 hx.2
    have h := Real.exp_bound hx1 (n := 6) (by norm_num)
    have hs : ∑ k ∈ Finset.range 6, (-x ^ 2) ^ k / (k.factorial : ℝ)
        = 1 - x ^ 2 + x ^ 4 / 2 - x ^ 6 / 6 + x ^ 8 / 24 - x ^ 10 / 120 := by
      simp only [Finset.sum_range_succ, Finset.sum_range_zero, Nat.factorial]
      push_cast
      ring
    rw [hs] at h
    refine h.trans (le_of_eq ?_)
    rw [abs_neg, abs_of_nonneg (sq_nonneg x)]
    simp only [Nat.factorial, Nat.succ_eq_add_one]
    push_cast
    ring
  have hc : Continuous (fun x : ℝ => Real.exp (-x ^ 2)) := by fun_prop
  constructor
  · have hq : IntervalIntegrable (fun x : ℝ => 1 - x ^ 2 + x ^ 4 / 2 - x ^ 6 / 6 + x ^ 8 / 24
        - x ^ 10 / 120 + (-(7 / 4320)) * x ^ 12) volume 0 1 :=
      Continuous.intervalIntegrable (by fun_prop) _ _
    have h := intervalIntegral.integral_mono_on (zero_le_one' ℝ) hq (hc.intervalIntegrable 0 1)
      (fun x hx => show 1 - x ^ 2 + x ^ 4 / 2 - x ^ 6 / 6 + x ^ 8 / 24 - x ^ 10 / 120
        + (-(7 / 4320)) * x ^ 12 ≤ Real.exp (-x ^ 2) by linarith [(abs_le.mp (hT x hx)).1])
    rw [hP] at h
    norm_num at h ⊢
    linarith
  · have h := intervalIntegral.integral_mono_on (zero_le_one' ℝ)
      (hc.intervalIntegrable 0 1) (Continuous.intervalIntegrable (by fun_prop) _ _)
      (fun x hx => show Real.exp (-x ^ 2) ≤ 1 - x ^ 2 + x ^ 4 / 2 - x ^ 6 / 6 + x ^ 8 / 24
        - x ^ 10 / 120 + (7 / 4320) * x ^ 12 by linarith [(abs_le.mp (hT x hx)).2])
    rw [hP] at h
    norm_num at h ⊢
    linarith

end

end GaussianIntegralBounds
```

Messages:

```
Main.lean:59:7: error: typeclass instance problem is stuck
  IsLocallyFiniteMeasure ?m.2413

Note: Lean will not try to resolve this typeclass instance problem because the fourth type argument to `IsLocallyFiniteMeasure` is a metavariable. This argument must be fully determined before Lean will try to resolve the typeclass.

Hint: Adding type annotations and supplying implicit arguments to functions can give Lean more information for typeclass resolution. For example, if you have a variable `x` that you intend to be a `Nat`, but Lean reports it as having an unresolved type like `?m`, replacing `x` with `(x : Nat)` can get typeclass resolution un-stuck.
```

The repair, with which the file compiles:

```diff
@@ -56,6 +56,8 @@
     norm_num at h ⊢
     linarith
-  · have h := intervalIntegral.integral_mono_on (zero_le_one' ℝ)
-      (hc.intervalIntegrable 0 1) (Continuous.intervalIntegrable (by fun_prop) _ _)
+  · have hq : IntervalIntegrable (fun x : ℝ => 1 - x ^ 2 + x ^ 4 / 2 - x ^ 6 / 6 + x ^ 8 / 24
+        - x ^ 10 / 120 + (7 / 4320) * x ^ 12) volume 0 1 :=
+      Continuous.intervalIntegrable (by fun_prop) _ _
+    have h := intervalIntegral.integral_mono_on (zero_le_one' ℝ) (hc.intervalIntegrable 0 1) hq
       (fun x hx => show Real.exp (-x ^ 2) ≤ 1 - x ^ 2 + x ^ 4 / 2 - x ^ 6 / 6 + x ^ 8 / 24
         - x ^ 10 / 120 + (7 / 4320) * x ^ 12 by linarith [(abs_le.mp (hT x hx)).2])
```

What went wrong. The message concerns `hc.intervalIntegrable 0 1` in the proof of the upper bound. This term needs an instance of `IsLocallyFiniteMeasure` for the measure of integration, but Lean does not yet know which measure is meant, and so will not search for the instance.

`intervalIntegral.integral_mono_on` holds for a general measure, which it takes as an implicit argument. Here nothing fixes it: `have h :=` gives no expected type, both integrability arguments leave the measure open, and the pointwise inequality does not mention it. The later `rw [hP] at h` comes too late to help. The lower bound avoids the problem because its `hq` names `volume`.

The repair does the same for the upper bound. It first proves `hq`, the integrability of the upper polynomial with respect to `volume`, and then passes it to `integral_mono_on`. Since both integrability arguments must share one measure, `hq` fixes it for `hc.intervalIntegrable 0 1` as well, and the instance can be found.
